# Diagonal blocks of an inverse block tridiagonal KKR matrix from left and right embedding

## Two coupled layers

Take two layers with on-site blocks $D_0$ and $D_1$, a block $U_0$ that couples layer 1 into layer 0, and a block $W_0$ that couples layer 0 into layer 1. Put a source $s$ in layer 1 only. The amplitudes $x_0$ and $x_1$ satisfy

$$D_0x_0+U_0x_1=0,\qquad W_0x_0+D_1x_1=s .$$

If $D_0$ is invertible, the first equation gives $x_0=-D_0^{-1}U_0x_1$, and the second becomes

$$(D_1-W_0D_0^{-1}U_0)\,x_1=s .$$

Layer 0 has disappeared from the problem, except for the matrix $L_1=W_0D_0^{-1}U_0$ that it leaves in layer 1. If $D_1-L_1$ is invertible too, its inverse is the block of the full inverse that belongs to layer 1. In a longer stack the same elimination is repeated from both ends.

## From screened structure constants to a layered matrix

In multiple-scattering theory the KKR matrix $M$, at fixed energy and in-plane wave vector, combines inverse single-site scattering matrices with structure constants. In a suitable convention its inverse is the scattering path operator, whose site-diagonal blocks, integrated over the in-plane wave vector, enter the local density of states and the charge density.

Screening refers the scattering to a suitable reference system, which makes the structure constants short-ranged. From here on $M$ is built from the screened structure constants and the correspondingly transformed single-site matrices. Its inverse is the screened scattering path operator, from which the physical site-diagonal blocks follow by a transformation local to each site. Once the screened structure constants are truncated and the atomic planes are grouped into sufficiently thick layers, only adjacent layers couple. For $N$ layers, counted from 0, the equation $Mx=s$ then reads

$$W_{i-1}x_{i-1}+D_ix_i+U_ix_{i+1}=s_i,\qquad 0\le i<N,$$

where the first term is absent for $i=0$ and $x_N=0$.

The embedding matrices are defined by

$$L_0=0,\qquad L_{i+1}=W_i(D_i-L_i)^{-1}U_i,$$

$$R_{N-1}=0,\qquad R_i=U_i(D_{i+1}-R_{i+1})^{-1}W_i .$$

## The result and its conditions

Write $G_{ij}$ for the block of $M^{-1}$ between layers $i$ and $j$.

- If $D_i-L_i$ is invertible in every layer, then $M$ is invertible, and for $j<i$
$$G_{ji}=-(D_j-L_j)^{-1}U_j\,G_{j+1,i}.$$
- If $D_i-R_i$ is also invertible for $0<i<N$, then every $D_i-L_i-R_i$ is invertible and
$$G_{ii}=(D_i-L_i-R_i)^{-1}.$$

The invertibility conditions have a physical meaning. When the earlier pivots are invertible, a singular $D_i-L_i$ means that layers $0,\dots,i$, cut off from the rest, support a non-zero solution without a source. The right-hand conditions exclude the same for partial stacks that end at the last layer. The left-hand conditions are sufficient but not necessary for $M$ to be invertible: the matrix with rows $(0,1)$ and $(1,0)$ is invertible although its first pivot vanishes.

## Elimination from both ends

**From the left.** Suppose that $s_j=0$ for all $j<i$. Then the coupling from the left is

$$W_{i-1}x_{i-1}=-L_ix_i ,$$

with the left side read as zero for $i=0$, where $L_0=0$ makes the statement true. If it holds for layer $k$ and $s_k=0$, the layer equation becomes

$$(D_k-L_k)x_k=-U_kx_{k+1}.$$

Solving for $x_k$ and multiplying by $W_k$ gives

$$W_kx_k=-W_k(D_k-L_k)^{-1}U_kx_{k+1}=-L_{k+1}x_{k+1},$$

which is the statement for layer $k+1$.

**From the right.** Suppose that $s_j=0$ for all $j>i$. Then $U_ix_{i+1}=-R_ix_i$. In the last layer both sides vanish. If the relation holds for layer $i+1$, the equation of that layer gives $(D_{i+1}-R_{i+1})x_{i+1}=-W_ix_i$. Solving for $x_{i+1}$ and multiplying by $U_i$ gives the relation for layer $i$.

**Invertibility.** Let $Mx=0$. Left elimination gives $(D_j-L_j)x_j=-U_jx_{j+1}$ in every layer. Since $x_N=0$, it follows that $x_{N-1}=0$, then $x_{N-2}=0$, and so on down to $x_0=0$. A square matrix over a field with trivial kernel is invertible.

**The diagonal block.** Let $e_b$ be the unit vector of channel $b$. The column of $M^{-1}$ for channel $b$ of layer $i$ has layer amplitudes $x_j=G_{ji}e_b$ and a source $e_b$ in layer $i$ alone. Both eliminations apply, so

$$(D_i-L_i-R_i)G_{ii}e_b=e_b .$$

This holds for every $b$, hence $(D_i-L_i-R_i)G_{ii}=1$. For finite square matrices a right inverse is also a left inverse.

**Blocks above the diagonal.** For $j<i$ the same column satisfies $(D_j-L_j)G_{ji}e_b=-U_jG_{j+1,i}e_b$, which is the stated recursion.

## Three layers with one channel each

Let $D_i=2$ and $U_i=W_i=1$:

$$M=\begin{pmatrix}2&1&0\\1&2&1\\0&1&2\end{pmatrix}.$$

The sweeps give $L_0=0$, $L_1=\tfrac12$, $L_2=1/(2-\tfrac12)=\tfrac23$ and, by symmetry, $R_2=0$, $R_1=\tfrac12$, $R_0=\tfrac23$. Therefore

$$G_{11}=\frac1{2-\frac12-\frac12}=1,\qquad G_{00}=G_{22}=\frac1{2-\frac23}=\frac34 .$$

The recursion gives $G_{01}=-\tfrac12\cdot1\cdot G_{11}=-\tfrac12$. Cofactors agree: $\det M=4$, and the corresponding entries of the inverse are $4/4$, $3/4$ and $-2/4$.

## The two sweeps in a layered calculation

For a finite stack in the single-particle scattering problem, a screened KKR code can obtain all layer-diagonal blocks with work that grows linearly in $N$ at fixed block size. At each energy and in-plane wave vector, one sweep stores the $L_i$, a second produces the $R_i$, and each layer then needs one further inversion. The products with inverses can be computed by factorising the pivot and solving linear systems.

## The file

```lean
import Mathlib

open Matrix

namespace ScreenedKKRLayers

/-- Blocks of a layered system: `D i` within layer `i`, `U i` from layer `i + 1` into layer `i`,
and `W i` from layer `i` into layer `i + 1`. -/
structure LayerStack (m K : Type*) where
  D : ℕ → Matrix m m K
  U : ℕ → Matrix m m K
  W : ℕ → Matrix m m K

variable {m K : Type*} [Fintype m] [DecidableEq m] [Field K] {N : ℕ}

/-- The block coupling layers `i` and `j`; only equal or adjacent layers are coupled. -/
def block (S : LayerStack m K) (i j : ℕ) : Matrix m m K :=
  if j = i then S.D i else if j = i + 1 then S.U i else if i = j + 1 then S.W j else 0

/-- The block tridiagonal screened KKR matrix of the first `N` layers. -/
def kkr (S : LayerStack m K) (N : ℕ) : Matrix (Fin N × m) (Fin N × m) K :=
  Matrix.of fun p q => block S p.1 q.1 p.2 q.2

/-- The left embedding matrix, built up layer by layer from the first layer. -/
noncomputable def leftEmb (S : LayerStack m K) : ℕ → Matrix m m K
  | 0 => 0
  | i + 1 => S.W i * (S.D i - leftEmb S i)⁻¹ * S.U i

/-- The right embedding matrix, built up layer by layer from the last of `N` layers. -/
noncomputable def rightEmb (S : LayerStack m K) (N i : ℕ) : Matrix m m K :=
  if _h : i + 1 < N then S.U i * (S.D (i + 1) - rightEmb S N (i + 1))⁻¹ * S.W i else 0
termination_by N - i

/-- The contribution to layer `i` from the amplitudes in the layer on its left. -/
def leftFlow (S : LayerStack m K) (ψ : ℕ → m → K) : ℕ → m → K
  | 0 => 0
  | k + 1 => S.W k *ᵥ ψ k

/-- The source in layer `i` that belongs to the layer amplitudes `ψ`. -/
def source (S : LayerStack m K) (ψ : ℕ → m → K) (i : ℕ) : m → K :=
  leftFlow S ψ i + S.D i *ᵥ ψ i + S.U i *ᵥ ψ (i + 1)

/-- The amplitudes of a vector sorted by layer, and zero outside the stack. -/
def layers (x : Fin N × m → K) (j : ℕ) : m → K :=
  fun a => if h : j < N then x (⟨j, h⟩, a) else 0

/-- The block of the inverse KKR matrix between layers `i` and `j`. -/
noncomputable def green (S : LayerStack m K) (i j : Fin N) : Matrix m m K :=
  (kkr S N)⁻¹.submatrix (fun a => (i, a)) (fun b => (j, b))

/-- The column of the inverse KKR matrix for channel `b` of layer `i`, sorted by layer. -/
noncomputable def column (S : LayerStack m K) (i : Fin N) (b : m) : ℕ → m → K :=
  layers fun p => (kkr S N)⁻¹ p (i, b)

/-- A linear system with an invertible matrix is solved by the inverse matrix. -/
lemma solve {A : Matrix m m K} (hA : IsUnit A) {x y : m → K} (h : A *ᵥ x = -y) :
    x = -(A⁻¹ *ᵥ y) := by
  have hd := (Matrix.isUnit_iff_isUnit_det A).mp hA
  rw [← Matrix.mulVec_neg, ← h, Matrix.mulVec_mulVec, Matrix.nonsing_inv_mul A hd,
    Matrix.one_mulVec]

/-- If `D j - leftEmb S j` is invertible and the source vanishes in every layer `j` to the left of
layer `i`, the left layers act on layer `i` through `leftEmb`. -/
theorem left_elimination (S : LayerStack m K) (ψ : ℕ → m → K) (i : ℕ)
    (hu : ∀ j < i, IsUnit (S.D j - leftEmb S j)) (h0 : ∀ j < i, source S ψ j = 0) :
    leftFlow S ψ i = -(leftEmb S i *ᵥ ψ i) := by
  induction i with
  | zero => simp [leftFlow, leftEmb]
  | succ k ih =>
    have hk := ih (fun j hj => hu j (by omega)) (fun j hj => h0 j (by omega))
    have h := h0 k (by omega)
    rw [source, hk] at h
    have e : (S.D k - leftEmb S k) *ᵥ ψ k = -(S.U k *ᵥ ψ (k + 1)) := by
      rw [Matrix.sub_mulVec]; linear_combination h
    rw [leftFlow, leftEmb, solve (hu k (by omega)) e, Matrix.mulVec_neg,
      Matrix.mulVec_mulVec, Matrix.mulVec_mulVec]

/-- If `D j - rightEmb S N j` is invertible and the source vanishes in every layer `j` to the right
of layer `i`, and the amplitude beyond the last layer is zero, the right layers act on layer `i`
through `rightEmb`. -/
theorem right_elimination (S : LayerStack m K) (ψ : ℕ → m → K) (hN : ψ N = 0) (i : ℕ)
    (hi : i < N) (hu : ∀ j, i < j → j < N → IsUnit (S.D j - rightEmb S N j))
    (h0 : ∀ j, i < j → j < N → source S ψ j = 0) :
    S.U i *ᵥ ψ (i + 1) = -(rightEmb S N i *ᵥ ψ i) := by
  obtain ⟨k, hk⟩ : ∃ k, i + 1 + k = N := ⟨N - (i + 1), by omega⟩
  induction k generalizing i with
  | zero =>
    have hlast : i + 1 = N := by omega
    have hn : ¬ i + 1 < N := by omega
    rw [rightEmb, dif_neg hn, hlast, hN]
    simp
  | succ k ih =>
    have hlt : i + 1 < N := by omega
    have hr := ih (i + 1) hlt (fun j h1 h2 => hu j (by omega) h2)
      (fun j h1 h2 => h0 j (by omega) h2) (by omega)
    have h := h0 (i + 1) (by omega) hlt
    rw [source, leftFlow, hr] at h
    have e : (S.D (i + 1) - rightEmb S N (i + 1)) *ᵥ ψ (i + 1) = -(S.W i *ᵥ ψ i) := by
      rw [Matrix.sub_mulVec]; linear_combination h
    rw [rightEmb, dif_pos hlt, solve (hu (i + 1) (by omega) hlt) e, Matrix.mulVec_neg,
      Matrix.mulVec_mulVec, Matrix.mulVec_mulVec]

omit [Fintype m] [DecidableEq m] in
/-- The layer amplitudes vanish beyond the last layer. -/
lemma layers_top (x : Fin N × m → K) {j : ℕ} (h : N ≤ j) : layers x j = 0 := by
  funext b
  simp [layers, Nat.not_lt.mpr h]

/-- The KKR matrix acts layer by layer through the three-term expression `source`. -/
theorem kkr_mulVec (S : LayerStack m K) (x : Fin N × m → K) {i : ℕ} (hi : i < N) (a : m) :
    (kkr S N *ᵥ x) (⟨i, hi⟩, a) = source S (layers x) i a := by
  have hx : ∀ (j : Fin N) (b : m), x (j, b) = layers x j b := by
    intro j b; simp [layers]
  have h1 : (kkr S N *ᵥ x) (⟨i, hi⟩, a)
      = ∑ j ∈ Finset.range N, (block S i j *ᵥ layers x j) a := by
    rw [← Fin.sum_univ_eq_sum_range (fun j => (block S i j *ᵥ layers x j) a) N]
    simp only [Matrix.mulVec, dotProduct, Fintype.sum_prod_type, kkr, Matrix.of_apply, hx]
  have h2 : ∀ j, (block S i j *ᵥ layers x j) a
      = (if j = i then (S.D i *ᵥ layers x i) a else 0)
        + (if j = i + 1 then (S.U i *ᵥ layers x (i + 1)) a else 0)
        + (if i = j + 1 then (S.W j *ᵥ layers x j) a else 0) := by
    intro j
    unfold block
    split_ifs <;> first | omega | (subst_vars; simp)
  have hU : (if i + 1 ∈ Finset.range N then (S.U i *ᵥ layers x (i + 1)) a else 0)
      = (S.U i *ᵥ layers x (i + 1)) a := by
    split_ifs with h
    · rfl
    · rw [layers_top x (not_lt.mp fun h' => h (Finset.mem_range.mpr h'))]
      simp
  have hW : ∑ j ∈ Finset.range N, (if i = j + 1 then (S.W j *ᵥ layers x j) a else 0)
      = leftFlow S (layers x) i a := by
    clear h1 h2 hU
    cases i with
    | zero => exact Finset.sum_eq_zero fun j _ => if_neg (by omega)
    | succ k =>
      rw [Finset.sum_eq_single k]
      · simp [leftFlow]
      · intro j _ hj
        exact if_neg (by omega)
      · intro hk
        exact absurd (Finset.mem_range.mpr (by omega)) hk
  rw [h1, Finset.sum_congr rfl (fun j _ => h2 j), Finset.sum_add_distrib,
    Finset.sum_add_distrib, Finset.sum_ite_eq', Finset.sum_ite_eq', hU, hW,
    if_pos (Finset.mem_range.mpr hi)]
  simp only [source, Pi.add_apply]
  ring

/-- The KKR matrix is invertible if `D i - leftEmb S i` is invertible in every layer. -/
theorem isUnit_kkr (S : LayerStack m K) (hL : ∀ i < N, IsUnit (S.D i - leftEmb S i)) :
    IsUnit (kkr S N) := by
  rw [Matrix.isUnit_iff_isUnit_det, isUnit_iff_ne_zero]
  intro hdet
  obtain ⟨x, hx, hMx⟩ := Matrix.exists_mulVec_eq_zero_iff.mpr hdet
  have h0 : ∀ j < N, source S (layers x) j = 0 := fun j hj => funext fun a => by
    have h := kkr_mulVec S x hj a
    rw [hMx] at h
    exact h.symm
  -- back substitution, starting beyond the last layer
  have hz : ∀ k j, j + k = N → layers x j = 0 := by
    intro k
    induction k with
    | zero => exact fun j hj => layers_top x (by omega)
    | succ k ih =>
      intro j hj
      have h := h0 j (by omega)
      rw [source, left_elimination S _ j (fun l hl => hL l (by omega))
        (fun l hl => h0 l (by omega)), ih (j + 1) (by omega), Matrix.mulVec_zero] at h
      have e : (S.D j - leftEmb S j) *ᵥ layers x j = -0 := by
        rw [Matrix.sub_mulVec]; linear_combination h
      simpa using solve (hL j (by omega)) e
  apply hx
  funext ⟨i, a⟩
  have hi := i.isLt
  have h := congrFun (hz (N - i) i (by omega)) a
  simpa [layers] using h

/-- The part of a column of the inverse KKR matrix in layer `j` is a column of `green S j i`. -/
lemma column_apply (S : LayerStack m K) (i j : Fin N) (b : m) :
    column S i b j = fun a => green S j i a b := by
  funext a
  simp [column, layers, green]

/-- A column of the inverse KKR matrix is the response to a unit source in one channel. -/
theorem source_column (S : LayerStack m K) (hM : IsUnit (kkr S N)) (i : Fin N) (b : m)
    {j : ℕ} (hj : j < N) :
    source S (column S i b) j = if j = i then Pi.single b 1 else 0 := by
  funext a
  have hd := (Matrix.isUnit_iff_isUnit_det _).mp hM
  have h := congrFun (congrFun (Matrix.mul_nonsing_inv _ hd) (⟨j, hj⟩, a)) (i, b)
  refine (kkr_mulVec S _ hj a).symm.trans (Eq.trans h ?_)
  by_cases hji : j = (i : ℕ) <;> by_cases hab : a = b <;>
    simp [Matrix.one_apply, Fin.ext_iff, hji, hab]

/-- If `D i - leftEmb S i` is invertible in every layer and `D i - rightEmb S N i` in every layer
except the first, then the KKR matrix is invertible, and the diagonal block of its inverse in each
layer is the inverse of the on-site block minus the left and right embedding matrices. -/
theorem layer_green_function (S : LayerStack m K)
    (hL : ∀ i < N, IsUnit (S.D i - leftEmb S i))
    (hR : ∀ i, 0 < i → i < N → IsUnit (S.D i - rightEmb S N i)) :
    IsUnit (kkr S N) ∧ ∀ i : Fin N, IsUnit (S.D i - leftEmb S i - rightEmb S N i) ∧
      green S i i = (S.D i - leftEmb S i - rightEmb S N i)⁻¹ := by
  have hM := isUnit_kkr S hL
  refine ⟨hM, fun i => ?_⟩
  have hi := i.isLt
  have key : (S.D i - leftEmb S i - rightEmb S N i) * green S i i = 1 := by
    ext a b
    have h0 : ∀ j < N, j ≠ i → source S (column S i b) j = 0 := fun j hj hne => by
      rw [source_column S hM i b hj, if_neg hne]
    have h := source_column S hM i b hi
    -- eliminate all layers on both sides of layer i
    rw [if_pos rfl, source,
      left_elimination S _ i (fun j hj => hL j (by omega))
        (fun j hj => h0 j (by omega) (by omega)),
      right_elimination S (column S i b) (layers_top _ le_rfl) i hi
        (fun j h1 h2 => hR j (by omega) h2) (fun j h1 h2 => h0 j h2 (by omega))] at h
    have e : (S.D i - leftEmb S i - rightEmb S N i) *ᵥ column S i b i = Pi.single b 1 := by
      rw [Matrix.sub_mulVec, Matrix.sub_mulVec]; linear_combination h
    rw [column_apply] at e
    have e' := congrFun e a
    rw [Pi.single_apply] at e'
    rw [Matrix.one_apply]
    exact e'
  exact ⟨⟨⟨_, _, key, mul_eq_one_comm.mp key⟩, rfl⟩, (Matrix.inv_eq_right_inv key).symm⟩

/-- Suppose that `D l - leftEmb S l` is invertible in every layer `l`. For a layer `j` to the left
of layer `i`, the block of the inverse between `j` and `i` follows from the block between the next
layer `k = j + 1` and `i`. -/
theorem green_recursion (S : LayerStack m K) (hL : ∀ i < N, IsUnit (S.D i - leftEmb S i))
    (i j k : Fin N) (hk : (k : ℕ) = j + 1) (hji : (j : ℕ) < i) :
    green S j i = -((S.D j - leftEmb S j)⁻¹ * S.U j * green S k i) := by
  have hi := i.isLt
  ext a b
  have h0 : ∀ l : ℕ, l < i → source S (column S i b) l = 0 := fun l hl => by
    rw [source_column S (isUnit_kkr S hL) i b (by omega), if_neg (by omega)]
  have h := h0 j hji
  rw [source, left_elimination S _ j (fun l hl => hL l (by omega))
    (fun l hl => h0 l (by omega))] at h
  have e : (S.D j - leftEmb S j) *ᵥ column S i b j
      = -(S.U j *ᵥ column S i b (j + 1)) := by
    rw [Matrix.sub_mulVec]; linear_combination h
  have e2 := solve (hL j j.isLt) e
  rw [← hk, column_apply, column_apply, Matrix.mulVec_mulVec] at e2
  exact congrFun e2 a

end ScreenedKKRLayers
```

```lean
#print axioms ScreenedKKRLayers.layer_green_function
#print axioms ScreenedKKRLayers.green_recursion
```

```
'ScreenedKKRLayers.layer_green_function' depends on axioms: [propext, Classical.choice, Quot.sound]
'ScreenedKKRLayers.green_recursion' depends on axioms: [propext, Classical.choice, Quot.sound]
```

## How the Lean objects correspond to the layers

A `LayerStack` holds the blocks `D`, `U` and `W` as sequences over the natural numbers, and `kkr S N` builds the actual matrix of the first `N` layers. Its index is a pair of a layer in `Fin N` and a channel in `m`; a channel collects the site within the layer, angular momentum and, if present, spin. `K` is any field, with the complex numbers as the physical case. `U` and `W` are independent, so no Hermiticity is assumed.

`leftEmb S i` is $L_i$, `rightEmb S N i` is $R_i$, and `IsUnit` means invertible. `green S i j` is $G_{ij}$, a block of the inverse KKR matrix and not yet the Green function in real space.

The model has exact nearest-layer coupling, equal block sizes and a finite number of layers. The truncation error of the screened structure constants and the surface matrices of semi-infinite leads are not treated.

## How the proof follows the elimination

`source` is the left side of the three-term equation, and `leftFlow` is its first term. `kkr_mulVec` shows that multiplication by the full matrix gives this expression: the sum over layers is split into on-site, right-neighbour and left-neighbour parts, and `layers_top` removes the amplitude beyond the last layer.

`left_elimination` is an induction on the layer index. `right_elimination` is an induction on the number of layers that remain to the right. In both, `linear_combination` rearranges the layer equation into pivot form and `solve` applies the inverse pivot.

`isUnit_kkr` assumes a zero determinant, takes a non-zero kernel vector and shows by back substitution that it vanishes.

`source_column` identifies a column of the inverse as the response to a unit source, and `column_apply` reads its layer parts as columns of `green`. In `layer_green_function`, the equation `key` is $(D_i-L_i-R_i)G_{ii}=1$, proved entry by entry from the two eliminations; `mul_eq_one_comm` supplies the product in the other order. `green_recursion` uses left elimination alone, which is why it needs only the left pivots.
